# The potential of $|n'|^{3/2}n^{-2/3}$ diverges at the maximum of a Gaussian density

Take the energy density $e=|n'|^{3/2}n^{-2/3}$, which is the form of the gradient term in Gill's exchange functional without its negative prefactor. For the spherical density $n(r)=e^{-r^2}$, the potential $v=\delta E/\delta n$ of $E=\int e\,d^3r$ satisfies $\sqrt r\,v(r)\to 15\sqrt2/4$ as $r$ decreases to $0$, so $v$ grows without bound at the density maximum. The file proves this as a case of a formula for $|n'|^p n^q$ with any Gaussian density.

```lean
import Mathlib

open Filter Topology

namespace GradientPowerPotential

noncomputable section

/-- The semilocal energy density `|n'|^p n^q`, as a function of the density `n` and its
radial derivative `g`. -/
def powerEnergy (p q n g : ℝ) : ℝ := |g| ^ p * n ^ q

/-- The Gaussian radial density `A exp(-a r²)`. -/
def gaussian (A a r : ℝ) : ℝ := A * Real.exp (-a * r ^ 2)

/-- The radial flux `r² de/dn'` of an energy density `e(n, n')`. -/
def gradientFlux (e : ℝ → ℝ → ℝ) (n : ℝ → ℝ) (r : ℝ) : ℝ :=
  r ^ 2 * deriv (e (n r)) (deriv n r)

/-- The radial potential `v = de/dn - r⁻² (r² de/dn')'`. -/
def radialPotential (e : ℝ → ℝ → ℝ) (n : ℝ → ℝ) (r : ℝ) : ℝ :=
  deriv (fun s => e s (deriv n r)) (n r) - deriv (gradientFlux e n) r / r ^ 2

/-- The slope of the Gaussian density is `-2 a r n(r)`. -/
theorem hasDerivAt_gaussian (A a r : ℝ) :
    HasDerivAt (gaussian A a) (-(2 * a * r * gaussian A a r)) r := by
  have h2 : HasDerivAt (fun t : ℝ => t ^ 2) (2 * r) r := by
    simpa using hasDerivAt_pow 2 r
  have h := ((h2.const_mul (-a)).exp).const_mul A
  exact h.congr_deriv (by unfold gaussian; ring)

/-- Where the density decreases, the derivative of `|g|^p m^q` with respect to the
gradient `g` is `-p (-g)^(p-1) m^q`. -/
theorem hasDerivAt_energy_gradient (p q m : ℝ) {g : ℝ} (hg : g < 0) :
    HasDerivAt (powerEnergy p q m) (-(p * (-g) ^ (p - 1)) * m ^ q) g := by
  have h1 : HasDerivAt (fun x : ℝ => (-x) ^ p * m ^ q)
      ((-1 * p * (-g) ^ (p - 1)) * m ^ q) g :=
    ((hasDerivAt_neg g).rpow_const (Or.inl (by linarith))).mul_const _
  have h2 : powerEnergy p q m =ᶠ[𝓝 g] fun x : ℝ => (-x) ^ p * m ^ q := by
    filter_upwards [Iio_mem_nhds hg] with x hx
    have hx' : x < 0 := hx
    simp only [powerEnergy, abs_of_neg hx']
  exact (h1.congr_of_eventuallyEq h2).congr_deriv (by ring)

/-- For a Gaussian density with `A, a > 0` and at every `r > 0`, the flux `r² de/dn'` of `e = |n'|^p
n^q` is `-p (2a)^(p-1) r^(p+1) n^(p-1+q)`. -/
theorem gradientFlux_gaussian (p q : ℝ) {A a r : ℝ} (hA : 0 < A) (ha : 0 < a)
    (hr : 0 < r) :
    gradientFlux (powerEnergy p q) (gaussian A a) r =
      -(p * (2 * a) ^ (p - 1)) * (r ^ (p + 1) * gaussian A a r ^ (p - 1 + q)) := by
  have hN : 0 < gaussian A a r := by unfold gaussian; positivity
  have hg : -(2 * a * r * gaussian A a r) < 0 := neg_neg_of_pos (by positivity)
  have hp : r ^ (p + 1) = r ^ (p - 1) * r ^ 2 := by
    rw [← Real.rpow_natCast r 2, ← Real.rpow_add hr]
    congr 1
    push_cast
    ring
  unfold gradientFlux
  rw [(hasDerivAt_gaussian A a r).deriv, (hasDerivAt_energy_gradient p q _ hg).deriv,
    neg_neg, Real.mul_rpow (by positivity) hN.le, Real.mul_rpow (by positivity) hr.le,
    Real.rpow_add hN, hp]
  ring

/-- The potential of `|n'|^p n^q` for a Gaussian density in closed form, at every `r > 0`. -/
theorem radialPotential_gaussian (p q : ℝ) {A a r : ℝ} (hA : 0 < A) (ha : 0 < a)
    (hr : 0 < r) :
    radialPotential (powerEnergy p q) (gaussian A a) r =
      (2 * a) ^ (p - 1) * gaussian A a r ^ (p - 1 + q) *
        (p * (p + 1) * r ^ (p - 2) + 2 * a * (q - p * (p - 1 + q)) * r ^ p) := by
  have hN : 0 < gaussian A a r := by unfold gaussian; positivity
  have h2a : 0 < 2 * a := by positivity
  -- differentiate the explicit flux, valid in a neighbourhood of r
  have hflux : gradientFlux (powerEnergy p q) (gaussian A a) =ᶠ[𝓝 r] fun t =>
      -(p * (2 * a) ^ (p - 1)) * (t ^ (p + 1) * gaussian A a t ^ (p - 1 + q)) := by
    filter_upwards [Ioi_mem_nhds hr] with t ht
    exact gradientFlux_gaussian p q hA ha ht
  have hd := ((Real.hasDerivAt_rpow_const (x := r) (p := p + 1) (Or.inl hr.ne')).fun_mul
    ((hasDerivAt_gaussian A a r).rpow_const (p := p - 1 + q)
      (Or.inl hN.ne'))).const_mul (-(p * (2 * a) ^ (p - 1)))
  have he : HasDerivAt (fun s => powerEnergy p q s (-(2 * a * r * gaussian A a r)))
      (|-(2 * a * r * gaussian A a r)| ^ p * (q * gaussian A a r ^ (q - 1)))
      (gaussian A a r) :=
    (Real.hasDerivAt_rpow_const (Or.inl hN.ne')).const_mul _
  unfold radialPotential
  rw [hflux.deriv_eq, hd.deriv, (hasDerivAt_gaussian A a r).deriv, he.deriv, abs_neg,
    abs_of_pos (by positivity), Real.mul_rpow (by positivity) hN.le,
    Real.mul_rpow h2a.le hr.le]
  -- reduce all powers to common factors
  have e1 : (2 * a) ^ p = (2 * a) ^ (p - 1) * (2 * a) := by
    rw [Real.rpow_sub_one h2a.ne']
    field_simp
  have e2 : r ^ p = r ^ (p - 2) * r ^ 2 := by
    rw [← Real.rpow_natCast r 2, ← Real.rpow_add hr]
    congr 1
    push_cast
    ring
  have e3 : r ^ (p + 1) = r ^ (p - 2) * r ^ 2 * r := by
    rw [Real.rpow_add_one hr.ne', e2]
  have e4 : gaussian A a r ^ (p - 1 + q) =
      gaussian A a r ^ p * gaussian A a r ^ (q - 1) := by
    rw [← Real.rpow_add hN]
    congr 1
    ring
  rw [Real.rpow_sub_one hN.ne' (p - 1 + q), add_sub_cancel_right, e4, e3, e2, e1]
  generalize r ^ (p - 2) = R
  generalize gaussian A a r ^ p = P
  generalize gaussian A a r ^ (q - 1) = Q
  generalize (2 * a) ^ (p - 1) = B
  field_simp
  ring

/-- Near the maximum of a Gaussian density, `r^(2-p) v(r)` tends to
`p (p+1) (2a)^(p-1) A^(p-1+q)`. -/
theorem tendsto_scaled_potential (p q : ℝ) {A a : ℝ} (hA : 0 < A) (ha : 0 < a) :
    Tendsto (fun r => r ^ (2 - p) * radialPotential (powerEnergy p q) (gaussian A a) r)
      (𝓝[>] 0) (𝓝 (p * (p + 1) * (2 * a) ^ (p - 1) * A ^ (p - 1 + q))) := by
  have hc : Continuous (gaussian A a) := by unfold gaussian; fun_prop
  have hk : Continuous (fun r => gaussian A a r ^ (p - 1 + q)) :=
    hc.rpow_const fun r => Or.inl (by unfold gaussian; positivity)
  have hF : Continuous (fun r : ℝ => (2 * a) ^ (p - 1) * gaussian A a r ^ (p - 1 + q) *
      (p * (p + 1) + 2 * a * (q - p * (p - 1 + q)) * r ^ 2)) :=
    (continuous_const.mul hk).mul (by fun_prop)
  have hlim := (hF.tendsto 0).mono_left (nhdsWithin_le_nhds (s := Set.Ioi 0))
  have h0 : gaussian A a 0 = A := by simp [gaussian]
  rw [h0] at hlim
  have hval : (2 * a) ^ (p - 1) * A ^ (p - 1 + q) *
      (p * (p + 1) + 2 * a * (q - p * (p - 1 + q)) * (0 : ℝ) ^ 2) =
      p * (p + 1) * (2 * a) ^ (p - 1) * A ^ (p - 1 + q) := by ring
  rw [hval] at hlim
  refine hlim.congr' ?_
  filter_upwards [self_mem_nhdsWithin] with r hr
  have hr' : 0 < r := hr
  have h1 : r ^ (2 - p) * r ^ (p - 2) = 1 := by
    rw [← Real.rpow_add hr', show 2 - p + (p - 2) = 0 by ring, Real.rpow_zero]
  have h2 : r ^ (2 - p) * r ^ p = r ^ 2 := by
    rw [← Real.rpow_add hr', sub_add_cancel, Real.rpow_two]
  rw [radialPotential_gaussian p q hA ha hr']
  linear_combination (-(2 * a) ^ (p - 1) * gaussian A a r ^ (p - 1 + q)) *
    (p * (p + 1) * h1 + 2 * a * (q - p * (p - 1 + q)) * h2)

/-- A positive power of the radius tends to zero at the origin. -/
theorem tendsto_radius_power {s : ℝ} (hs : 0 < s) :
    Tendsto (fun r : ℝ => r ^ s) (𝓝[>] 0) (𝓝 0) := by
  have h := (Real.continuousAt_rpow_const 0 s (Or.inr (by linarith))).tendsto
  rw [Real.zero_rpow hs.ne'] at h
  exact h.mono_left nhdsWithin_le_nhds

/-- For `0 < p < 2` the potential diverges to `+∞` at the maximum of a Gaussian density. -/
theorem potential_diverges {p : ℝ} (q : ℝ) {A a : ℝ} (hp : 0 < p) (hp2 : p < 2)
    (hA : 0 < A) (ha : 0 < a) :
    Tendsto (radialPotential (powerEnergy p q) (gaussian A a)) (𝓝[>] 0) atTop := by
  have hz : Tendsto (fun r : ℝ => r ^ (2 - p)) (𝓝[>] 0) (𝓝[>] 0) := by
    refine tendsto_nhdsWithin_iff.2 ⟨tendsto_radius_power (by linarith), ?_⟩
    filter_upwards [self_mem_nhdsWithin] with r hr
    exact Real.rpow_pos_of_pos hr _
  have hinv := tendsto_inv_nhdsGT_zero.comp hz
  refine (hinv.atTop_mul_pos (by positivity)
    (tendsto_scaled_potential p q hA ha)).congr' ?_
  filter_upwards [self_mem_nhdsWithin] with r hr
  exact inv_mul_cancel_left₀ (Real.rpow_pos_of_pos hr _).ne' _

/-- For `p > 2` the potential tends to zero at the maximum of a Gaussian density. -/
theorem potential_vanishes {p : ℝ} (q : ℝ) {A a : ℝ} (hp : 2 < p)
    (hA : 0 < A) (ha : 0 < a) :
    Tendsto (radialPotential (powerEnergy p q) (gaussian A a)) (𝓝[>] 0) (𝓝 0) := by
  have h := (tendsto_radius_power (sub_pos.2 hp)).mul (tendsto_scaled_potential p q hA ha)
  rw [zero_mul] at h
  refine h.congr' ?_
  filter_upwards [self_mem_nhdsWithin] with r hr
  rw [← mul_assoc, ← Real.rpow_add hr, show p - 2 + (2 - p) = 0 by ring,
    Real.rpow_zero, one_mul]

/-- For the Gill-type energy density `|n'|^(3/2) n^(-2/3)` and `n = exp(-r²)`,
`√r v(r)` tends to `15√2/4` as `r` decreases to zero, and `v` diverges to `+∞`. -/
theorem gill_potential_at_maximum :
    Tendsto (fun r => √r * radialPotential
        (fun n g => |g| ^ (3 / 2 : ℝ) * n ^ (-2 / 3 : ℝ)) (fun r => Real.exp (-r ^ 2)) r)
      (𝓝[>] 0) (𝓝 (15 * √2 / 4)) ∧
    Tendsto (radialPotential
        (fun n g => |g| ^ (3 / 2 : ℝ) * n ^ (-2 / 3 : ℝ)) (fun r => Real.exp (-r ^ 2)))
      (𝓝[>] 0) atTop := by
  have he : (fun n g : ℝ => |g| ^ (3 / 2 : ℝ) * n ^ (-2 / 3 : ℝ)) =
      powerEnergy (3 / 2) (-2 / 3) := rfl
  have hn : (fun r : ℝ => Real.exp (-r ^ 2)) = gaussian 1 1 := by
    funext r
    simp [gaussian]
  rw [he, hn]
  refine ⟨?_, potential_diverges _ (by norm_num) (by norm_num) one_pos one_pos⟩
  have h := tendsto_scaled_potential (3 / 2) (-2 / 3) one_pos one_pos
  have hc : (3 / 2 : ℝ) * (3 / 2 + 1) * (2 * 1) ^ (3 / 2 - 1 : ℝ) *
      1 ^ (3 / 2 - 1 + -2 / 3 : ℝ) = 15 * √2 / 4 := by
    rw [Real.one_rpow, show (3 / 2 - 1 : ℝ) = 1 / 2 by norm_num, mul_one (2 : ℝ),
      ← Real.sqrt_eq_rpow]
    ring
  rw [hc] at h
  refine h.congr fun r => ?_
  rw [Real.sqrt_eq_rpow, show (2 - 3 / 2 : ℝ) = 1 / 2 by norm_num]

end

end GradientPowerPotential
```

```lean
#print axioms GradientPowerPotential.potential_diverges
-- 'GradientPowerPotential.potential_diverges' depends on axioms: [propext, Classical.choice, Quot.sound]
#print axioms GradientPowerPotential.potential_vanishes
-- 'GradientPowerPotential.potential_vanishes' depends on axioms: [propext, Classical.choice, Quot.sound]
#print axioms GradientPowerPotential.gill_potential_at_maximum
-- 'GradientPowerPotential.gill_potential_at_maximum' depends on axioms: [propext, Classical.choice, Quot.sound]
```

## From the energy density to the potential

A semilocal functional $E[n]=\int e(n,|\nabla n|)\,d^3r$ has the functional derivative $\partial e/\partial n-\nabla\cdot(\partial e/\partial\nabla n)$. For a spherical density the divergence becomes a radial one. Writing $g=n'(r)$ for the radial slope, we have

$$v(r)=\frac{\partial e}{\partial n}-\frac{1}{r^2}\frac{d}{dr}\left(r^2\frac{\partial e}{\partial g}\right),\qquad r>0 .$$

Take $e(n,g)=|g|^p n^q$ and $n(r)=A e^{-ar^2}$ with $A,a>0$. The slope is $g=-2ar\,n$, which is negative for $r>0$, so $|g|=-g=2ar\,n$ there. Set $k=p-1+q$. The two partial derivatives, evaluated on the Gaussian, are

$$\frac{\partial e}{\partial n}=q|g|^p n^{q-1}=q(2a)^p r^p n^{k},$$

$$\frac{\partial e}{\partial g}=-p(-g)^{p-1}n^q=-p(2a)^{p-1}r^{p-1}n^{k}.$$

The flux $r^2\,\partial e/\partial g$ is therefore $-p(2a)^{p-1}r^{p+1}n^k$. Since $(n^k)'=k n^{k-1}n'=-2akr\,n^k$, its derivative is

$$-p(2a)^{p-1}n^k\left[(p+1)r^p-2ak\,r^{p+2}\right].$$

Dividing by $r^2$ and subtracting from $\partial e/\partial n$ gives

$$v(r)=(2a)^{p-1}n^k\left[p(p+1)r^{p-2}+2a(q-pk)r^p\right].$$

Multiplication by $r^{2-p}$ turns the bracket into $p(p+1)+2a(q-pk)r^2$, which is continuous at the origin, where $n=A$. Hence

$$r^{2-p}v(r)\to p(p+1)(2a)^{p-1}A^{k}.$$

For $p=3/2$, $q=-2/3$ and $A=a=1$ we have $k=-1/6$, and the full potential is

$$v(r)=\sqrt2\,e^{r^2/6}\left[\frac{15}{4}r^{-1/2}-\frac56 r^{3/2}\right].$$

The first term gives the limit $15\sqrt2/4\approx5.30$ and the divergence. The energy density itself vanishes at the maximum. The singularity comes from differentiating the flux: near the origin $\partial e/\partial g$ behaves as $r^{1/2}$, and its divergence as $r^{-1/2}$.

The density $e^{-r^2}$ integrates to $\pi^{3/2}$. For the density normalised to one electron, $A=\pi^{-3/2}$, and the same formula gives the limit $15\sqrt2\,\pi^{1/4}/4$.

## The statement in Lean

`powerEnergy p q n g` is $|g|^p n^q$ with real exponents, and `gaussian A a r` is the density. `gradientFlux` and `radialPotential` are defined for an arbitrary energy density `e` and an arbitrary radial function `n`. They take actual derivatives through `deriv`, so the closed form of the potential is a theorem and not a definition. Lean's `deriv` returns $0$ where a function is not differentiable; here the proofs establish every derivative they use at $r>0$.

The filter `𝓝[>] 0` expresses that $r$ approaches zero through positive values, and `atTop` as a target means divergence to $+\infty$. The final theorem, `gill_potential_at_maximum`, writes the energy density and $e^{-r^2}$ out explicitly and states both the scaled limit and the divergence.

The file also proves three general theorems, of which the final theorem uses the first two:

- `tendsto_scaled_potential` gives the limit of $r^{2-p}v(r)$ for all real $p$ and $q$.
- `potential_diverges` gives $v\to+\infty$ for $0<p<2$.
- `potential_vanishes` gives $v\to0$ for $p>2$.

All of them concern Gaussian densities with $A,a>0$. They do not treat other densities with a smooth maximum, nor the cusp that an atomic density has at a point nucleus. The energy density carries no prefactor and no local exchange term. In the Gill exchange functional the gradient term enters with a negative coefficient, so for the same Gaussian spin density its contribution to the potential goes to $-\infty$ at the maximum.

## How the proof follows the calculation

`hasDerivAt_gaussian` supplies the slope $-2ar\,n$ by the chain rule. `hasDerivAt_energy_gradient` differentiates $|g|^p m^q$ at a negative $g$: in a neighbourhood of such a point $|x|=-x$, so the absolute value can be replaced before differentiating. `gradientFlux_gaussian` inserts the slope and collects the powers of $r$ and $n$ into the explicit flux.

`radialPotential_gaussian` carries out the second differentiation. Equality of two functions at the single point $r$ would not give equality of their derivatives, so the proof first shows that the explicit flux is correct throughout a neighbourhood of $r$. The product rule then gives the derivative (`hd`), and `he` gives $\partial e/\partial n$ at fixed slope. The identities `e1` to `e4` express all powers through common factors, after which the remaining equation is ordinary algebra and `ring` closes it.

In `tendsto_scaled_potential`, `hF` states that the scaled closed form, with $r^2$ in the bracket, is continuous on the whole line. The limit of this function at the origin is therefore its value there. For $r>0$ it agrees with $r^{2-p}v(r)$, by $r^{2-p}r^{p-2}=1$ and $r^{2-p}r^p=r^2$.

For $0<p<2$, `potential_diverges` writes $v$ as $(r^{2-p})^{-1}$ times the scaled potential. The first factor tends to $+\infty$ and the second to a positive number. For $p>2$, `potential_vanishes` writes $v$ as $r^{p-2}$ times the scaled potential, and the first factor tends to zero. Both use `tendsto_radius_power`, the fact that a positive power of $r$ vanishes at the origin. The last theorem identifies the written-out functions with `powerEnergy (3 / 2) (-2 / 3)` and `gaussian 1 1`, and evaluates the constant.

## The borderline exponent $p=2$

At $p=2$ the scaling factor $r^{2-p}$ equals one, and the general limit becomes a finite value of the potential itself, $v\to12a\,A^{1+q}$. With $q=-1$ this is $12a$, independent of the height of the density. The von Weizsäcker kinetic energy density is one eighth of $|n'|^2/n$ in atomic units, so its potential at the centre is $3a/2$. This agrees with $-\tfrac12\nabla^2\sqrt n/\sqrt n$ at $r=0$ for the same Gaussian.

## What a density-functional code sees

Many codes take $\sigma=|\nabla n|^2$ as the gradient variable. The energy density is then $\sigma^{3/4}n^{-2/3}$, and its derivative $\partial e/\partial\sigma=\tfrac34\sigma^{-1/4}n^{-2/3}$ diverges wherever the gradient vanishes at finite density.

In a Gaussian basis the potential is usually not formed pointwise. Integration by parts gives the matrix elements

$$\int\left[\frac{\partial e}{\partial n}\,\phi_\mu\phi_\nu+2\frac{\partial e}{\partial\sigma}\,\nabla n\cdot\nabla(\phi_\mu\phi_\nu)\right]d^3r .$$

The vector $2(\partial e/\partial\sigma)\nabla n$ has magnitude $\tfrac32|\nabla n|^{1/2}n^{-2/3}$, which goes to zero at the maximum, so this integrand stays bounded there for smooth basis functions. A code that evaluates $v$ itself on a radial or real-space grid meets the $r^{-1/2}$ growth directly for the Gaussian density considered here: the value at the grid point nearest the maximum depends on how close that point lies to it. The singularity is integrable: multiplied by the factor $r^2$ of the volume element, it vanishes as $r^{3/2}$.
